# Values at n distinct imaginary times between 0 and β fix the residues of a fermionic Green's function with n known, distinct real poles

Take two different real energies $e_0, e_1$ and real weights $a_0, a_1$, and suppose that

$$f(\tau) = a_0 e^{-e_0\tau} + a_1 e^{-e_1\tau}$$

vanishes at two times $t_0 < t_1$. Multiplying by $e^{e_0\tau}$ moves no zero and makes the first term constant:

$$e^{e_0\tau} f(\tau) = a_0 + a_1 e^{-(e_1-e_0)\tau}.$$

By Rolle's theorem the derivative of this function vanishes at some $s$ between $t_0$ and $t_1$, so $-(e_1-e_0)\,a_1 e^{-(e_1-e_0)s} = 0$. Since $e_1 \neq e_0$, this gives $a_1 = 0$, and then $f(t_0)=0$ gives $a_0 = 0$. Two zeros have forced both weights to vanish.

With $n$ energies the same step is repeated, each time removing one exponential and at most one zero. For a Green's function with finitely many known poles, it follows that samples at as many distinct imaginary times as there are poles, all between $0$ and the inverse temperature $\beta$, determine the residues.

## The sum, the thermal kernel and the Green's function

```lean
import Mathlib

open Matrix

namespace DiscreteLehmann

noncomputable section
```

The file loads the mathematical library Mathlib, makes its matrix notation available, and collects the names below under `DiscreteLehmann`.

```lean
/-- The imaginary-time sum `∑ a_k exp(-e_k τ)` with energies `e_k` and real weights `a_k`. -/
def lehmannSum {n : ℕ} (e a : Fin n → ℝ) (τ : ℝ) : ℝ :=
  ∑ k, a k * Real.exp (-(e k * τ))
```

This defines $f(\tau)=\sum_{k=0}^{n-1} a_k e^{-e_k\tau}$. The type `Fin n → ℝ` is a list of $n$ real numbers, indexed from $0$ to $n-1$. The weights may have either sign, and $\tau$ is any real number.

```lean
/-- The fermionic imaginary-time kernel `exp(-ω τ) / (1 + exp(-β ω))`. -/
def fermiKernel (β τ ω : ℝ) : ℝ :=
  Real.exp (-(ω * τ)) / (1 + Real.exp (-(β * ω)))
```

The kernel is $K_\beta(\tau,\omega)=e^{-\omega\tau}/(1+e^{-\beta\omega})$. Physically, $\beta$ is the inverse temperature, $\omega$ is an excitation energy measured from the chemical potential, and $\hbar=1$. The definition accepts every real $\beta$ and $\tau$, and its denominator is always positive.

```lean
/-- The Lehmann formula with real poles `ω_k` and complex residues `A_k`. For `0 < τ < β` it is the
fermionic Green's function; here the same formula is used at every real `τ`. -/
def greens {n : ℕ} (β : ℝ) (ω : Fin n → ℝ) (A : Fin n → ℂ) (τ : ℝ) : ℂ :=
  -∑ k, A k * (fermiKernel β τ (ω k) : ℂ)
```

In ordinary notation,

$$G(\tau) = -\sum_{k=0}^{n-1} A_k\,\frac{e^{-\omega_k\tau}}{1+e^{-\beta\omega_k}}.$$

For $0<\tau<\beta$ this is the fermionic Green's function, with the usual overall minus sign. Outside that interval the code keeps the same formula, whereas the physical function is continued antiperiodically. The results below therefore apply to the physical function when all sampling times lie in $0<\tau<\beta$. Complex residues $A_k$ allow for off-diagonal elements of $G$; no positivity or sum rule is required of them. The Lehmann form is taken as the definition, not derived from a Hamiltonian.

## Three tools from calculus

```lean
/-- If a differentiable real function vanishes at `n + 1` ordered points, its derivative vanishes at
some `n` ordered points. -/
theorem rolle_zeros {n : ℕ} {f f' : ℝ → ℝ} (hf : ∀ x, HasDerivAt f (f' x) x)
    {t : Fin (n + 1) → ℝ} (ht : StrictMono t) (hz : ∀ i, f (t i) = 0) :
    ∃ s : Fin n → ℝ, StrictMono s ∧ ∀ i, f' (s i) = 0 := by
  have h : ∀ i : Fin n, ∃ c ∈ Set.Ioo (t i.castSucc) (t i.succ), f' c = 0 := fun i =>
    exists_hasDerivAt_eq_zero (ht (by simp [Fin.lt_def]))
      (fun x _ => (hf x).continuousAt.continuousWithinAt)
      ((hz _).trans (hz _).symm) (fun x _ => hf x)
  choose s hs hs0 using h
  refine ⟨s, fun i j hij => ?_, hs0⟩
  have hle : i.succ ≤ j.castSucc := by
    rw [Fin.lt_def] at hij
    rw [Fin.le_def, Fin.val_succ, Fin.val_castSucc]
    omega
  exact (hs i).2.trans_le ((ht.monotone hle).trans (hs j).1.le) |>.trans_le le_rfl
```

A Lean theorem lists its hypotheses, then a colon, then its conclusion; the proof follows `:= by`. Here `HasDerivAt f (f' x) x` says that $f$ has derivative $f'(x)$ at $x$, and `StrictMono t` says $t_0<t_1<\dots<t_n$. If $f$ vanishes at all these points, there are $s_0<\dots<s_{n-1}$ at which $f'$ vanishes.

By hand, Rolle's theorem gives a zero $s_i$ of $f'$ in each open interval $(t_i,t_{i+1})$. For $i<j$ we have $s_i<t_{i+1}\le t_j<s_j$, so the new zeros are ordered. In the code, `i.castSucc` and `i.succ` are the positions $i$ and $i+1$ in the longer list, and `choose` picks one $s_i$ per interval.

```lean
/-- Lowering all energies by `c` multiplies the imaginary-time sum by `exp(c τ)`. -/
theorem lehmannSum_shift {n : ℕ} (e a : Fin n → ℝ) (c τ : ℝ) :
    lehmannSum (fun k => e k - c) a τ = Real.exp (c * τ) * lehmannSum e a τ := by
  unfold lehmannSum
  rw [Finset.mul_sum]
  refine Finset.sum_congr rfl fun k _ => ?_
  have h : -((e k - c) * τ) = c * τ + -(e k * τ) := by ring
  rw [h, Real.exp_add]
  ring
```

This is the shift of the energy origin:

$$\sum_k a_k e^{-(e_k-c)\tau} = e^{c\tau}\sum_k a_k e^{-e_k\tau}.$$

The proof splits the exponential term by term. As $e^{c\tau}$ is never zero, both sums have the same zeros.

```lean
/-- The imaginary-time derivative multiplies each weight by minus its energy. -/
theorem hasDerivAt_lehmannSum {n : ℕ} (e a : Fin n → ℝ) (τ : ℝ) :
    HasDerivAt (lehmannSum e a) (lehmannSum e (fun k => -(e k * a k)) τ) τ := by
  change HasDerivAt (fun x => ∑ k, a k * Real.exp (-(e k * x)))
    (∑ k, -(e k * a k) * Real.exp (-(e k * τ))) τ
  apply HasDerivAt.fun_sum
  intro k _
  have h := (((hasDerivAt_id' τ).const_mul (e k)).fun_neg.exp).const_mul (a k)
  exact h.congr_deriv (by ring)
```

Differentiating term by term gives

$$f'(\tau)=\sum_k(-e_k a_k)\,e^{-e_k\tau}.$$

The derivative is again a `lehmannSum`, with the same energies and new weights, and a term of zero energy drops out.

## As many zeros as energies force all weights to vanish

```lean
/-- If a sum over `n` distinct energies vanishes at `n` ordered imaginary times, all its
weights are zero. -/
theorem weights_eq_zero (n : ℕ) : ∀ e a t : Fin n → ℝ, Function.Injective e →
    StrictMono t → (∀ i, lehmannSum e a (t i) = 0) → a = 0 := by
  induction n with
  | zero => intro e a t _ _ _; exact Subsingleton.elim _ _
  | succ n ih =>
    intro e a t he ht hz
    -- measure energies from the first one, so that its term becomes constant
    have h0 : ∀ i, lehmannSum (fun k => e k - e 0) a (t i) = 0 := by
      intro i
      rw [lehmannSum_shift, hz i, mul_zero]
    -- differentiation removes that term and costs at most one zero
    obtain ⟨s, hs, hs0⟩ :=
      rolle_zeros (fun τ => hasDerivAt_lehmannSum (fun k => e k - e 0) a τ) ht h0
    have htail := ih (fun k => e k.succ - e 0) (fun k => -((e k.succ - e 0) * a k.succ)) s
      (fun i j h => by
        have h' : e i.succ - e 0 = e j.succ - e 0 := h
        exact Fin.succ_injective _ (he (by linarith)))
      hs (fun i => by
        have h := hs0 i
        simpa [lehmannSum, Fin.sum_univ_succ] using h)
    have hsucc : ∀ k : Fin n, a k.succ = 0 := by
      intro k
      have h : -((e k.succ - e 0) * a k.succ) = 0 := congrFun htail k
      have hne : e k.succ - e 0 ≠ 0 := sub_ne_zero.2 fun h => Fin.succ_ne_zero k (he h)
      exact (mul_eq_zero.1 (neg_eq_zero.1 h)).resolve_left hne
    have hzero : a 0 = 0 := by
      have h := hz 0
      simpa [lehmannSum, Fin.sum_univ_succ, hsucc, Real.exp_ne_zero] using h
    funext k
    refine Fin.cases ?_ ?_ k
    · exact hzero
    · exact hsucc
```

`Function.Injective e` says that the energies are distinct. The theorem states that if $f$ vanishes at $n$ ordered times, then $a=0$, meaning that every weight is zero.

The proof is by induction on $n$. For $n=0$ there are no weights. For the step, take energies $e_0,\dots,e_n$ and zeros $t_0<\dots<t_n$, and set

$$F(\tau)=e^{e_0\tau}f(\tau)=\sum_{k=0}^{n}a_k e^{-(e_k-e_0)\tau}.$$

It vanishes at the same times (`h0`). By Rolle, its derivative has $n$ ordered zeros $s_i$. The $k=0$ term of that derivative is absent, so after renumbering

$$F'(\tau)=\sum_{k=0}^{n-1}\bigl[-(e_{k+1}-e_0)\,a_{k+1}\bigr]e^{-(e_{k+1}-e_0)\tau}.$$

This is a sum over $n$ distinct energies with $n$ zeros, so the induction hypothesis `ih` makes every bracket vanish (`htail`). Since $e_{k+1}\ne e_0$, each $a_{k+1}$ is zero (`hsucc`). What remains of $f(t_0)=0$ is $a_0e^{-e_0t_0}=0$, hence $a_0=0$ (`hzero`).

## Counting the zeros

```lean
/-- For `n` distinct energies and real weights that are not all zero, the imaginary-time sum
has finitely many real zeros, fewer than `n`. -/
theorem zeros_lt {n : ℕ} {e a : Fin n → ℝ} (he : Function.Injective e) (ha : a ≠ 0) :
    {τ | lehmannSum e a τ = 0}.Finite ∧ {τ | lehmannSum e a τ = 0}.ncard < n := by
  -- no finite set of zeros can have `n` or more elements
  have key : ∀ T : Finset ℝ, (∀ τ ∈ T, lehmannSum e a τ = 0) → T.card < n := by
    intro T hT
    by_contra hc
    have hn : n ≤ T.card := not_lt.1 hc
    exact ha (weights_eq_zero n e a (T.orderEmbOfCardLe hn) he
      (T.orderEmbOfCardLe hn).strictMono
      (fun i => hT _ (T.orderEmbOfCardLe_mem hn i)))
  have hfin : {τ | lehmannSum e a τ = 0}.Finite := by
    by_contra hinf
    obtain ⟨T, hT, hcard⟩ := Set.Infinite.exists_subset_card_eq hinf n
    exact absurd hcard (key T fun τ hτ => hT hτ).ne
  refine ⟨hfin, ?_⟩
  rw [Set.ncard_eq_toFinset_card _ hfin]
  exact key _ fun τ hτ => hfin.mem_toFinset.1 hτ
```

If the weights are not all zero, the set of real zeros is finite and has fewer than $n$ elements. Zeros are counted as distinct points, without multiplicity. The size `ncard` of an infinite set is $0$ by convention, which is why finiteness is stated separately.

The step `key` takes any finite set `T` of zeros. If it had $n$ or more elements, one could list $n$ of them in increasing order, and the preceding theorem would give $a=0$, a contradiction. An infinite set of zeros would contain a subset of exactly $n$ elements, which `key` also excludes.

```lean
/-- For `n + 1` distinct energies, any `n` distinct imaginary times are exactly the real zeros of
the imaginary-time sum for some real weights that are not all zero. -/
theorem exists_prescribed_zeros {n : ℕ} {e : Fin (n + 1) → ℝ} (he : Function.Injective e)
    {t : Fin n → ℝ} (ht : Function.Injective t) :
    ∃ a : Fin (n + 1) → ℝ, a ≠ 0 ∧ {τ | lehmannSum e a τ = 0} = Set.range t := by
  -- a zero row completes the `n` conditions to a singular square system
  let M : Matrix (Fin (n + 1)) (Fin (n + 1)) ℝ :=
    Matrix.of (Fin.cons (α := fun _ => Fin (n + 1) → ℝ) (fun _ => 0)
      (fun i k => Real.exp (-(e k * t i))))
  have hdet : M.det = 0 := Matrix.det_eq_zero_of_row_eq_zero 0 fun _ => rfl
  obtain ⟨a, ha, hM⟩ := Matrix.exists_mulVec_eq_zero_iff.2 hdet
  refine ⟨a, ha, ?_⟩
  obtain ⟨hfin, hlt⟩ := zeros_lt he ha
  have hsub : Set.range t ⊆ {τ | lehmannSum e a τ = 0} := by
    rintro _ ⟨i, rfl⟩
    have h : ∑ k, Real.exp (-(e k * t i)) * a k = 0 := congrFun hM i.succ
    exact (Finset.sum_congr rfl fun k _ => mul_comm _ _).trans h
  have hcard : (Set.range t).ncard = n := by
    rw [← Set.image_univ, Set.ncard_image_of_injective _ ht, Set.ncard_univ,
      Nat.card_eq_fintype_card, Fintype.card_fin]
  exact (Set.eq_of_subset_of_ncard_le hsub (by omega) hfin).symm
```

The bound is attained. Given $n+1$ distinct energies and $n$ distinct times, some nonzero weight vector makes the sum vanish at those times and nowhere else; `Set.range t` is the set $\{t_0,\dots,t_{n-1}\}$.

By hand, the conditions

$$\sum_{k=0}^{n}e^{-e_kt_i}a_k=0,\qquad i=0,\dots,n-1,$$

are $n$ homogeneous linear equations for $n+1$ unknowns, so a nonzero solution exists. The sum then has at least $n$ zeros, and by `zeros_lt` fewer than $n+1$, so there are no others. To use a theorem about square matrices, the code adds a row of zeros on top. The determinant is then $0$, and a nonzero null vector supplies the weights.

## From zeros to residues

```lean
/-- The formula `exp(-ω τ) / (1 + exp(-β ω))`, sampled at `n` distinct real `τ` and `n` distinct
real `ω`, gives a matrix with nonzero determinant. -/
theorem fermiKernel_det_ne_zero {n : ℕ} (β : ℝ) {ω t : Fin n → ℝ}
    (hω : Function.Injective ω) (ht : Function.Injective t) :
    (Matrix.of fun i k => fermiKernel β (t i) (ω k)).det ≠ 0 := by
  intro hdet
  obtain ⟨v, hv, hM⟩ := Matrix.exists_mulVec_eq_zero_iff.2 hdet
  have hpos : ∀ k, 1 + Real.exp (-(β * ω k)) ≠ 0 := fun k => by positivity
  -- absorb the thermal denominators into the weights
  have ha : (fun k => v k / (1 + Real.exp (-(β * ω k)))) ≠ 0 := by
    intro h
    apply hv
    funext k
    have hk : v k / (1 + Real.exp (-(β * ω k))) = 0 := congrFun h k
    exact (div_eq_zero_iff.1 hk).resolve_right (hpos k)
  obtain ⟨hfin, hlt⟩ := zeros_lt hω ha
  have hsub : Set.range t ⊆
      {τ | lehmannSum ω (fun k => v k / (1 + Real.exp (-(β * ω k)))) τ = 0} := by
    rintro _ ⟨i, rfl⟩
    have h : ∑ k, fermiKernel β (t i) (ω k) * v k = 0 := congrFun hM i
    refine Eq.trans (Finset.sum_congr rfl fun k _ => ?_) h
    unfold fermiKernel
    ring
  have hle := Set.ncard_le_ncard hsub hfin
  rw [← Set.image_univ, Set.ncard_image_of_injective _ ht, Set.ncard_univ,
    Nat.card_eq_fintype_card, Fintype.card_fin] at hle
  omega
```

The sampling matrix $K_{ik}=K_\beta(t_i,\omega_k)$ has nonzero determinant whenever the poles are distinct and the times are distinct.

Suppose the determinant were zero. Then some real $v\neq0$ would satisfy $\sum_kK_{ik}v_k=0$ for every $i$. Put

$$w_k=\frac{v_k}{1+e^{-\beta\omega_k}}.$$

These weights are not all zero (`ha`), and the equations become $\sum_kw_ke^{-\omega_kt_i}=0$. The exponential sum would have $n$ distinct zeros, contradicting `zeros_lt`. The temperature enters only through positive factors, so no condition on $\beta$ is needed.

```lean
/-- Discrete Lehmann interpolation: for `n` distinct real poles, the Lehmann formula `greens` takes
any prescribed complex values at `n` distinct real times for exactly one choice of residues. For
times between `0` and `β` the formula is the fermionic Green's function. -/
theorem discrete_lehmann_interpolation {n : ℕ} (β : ℝ) {ω t : Fin n → ℝ}
    (hω : Function.Injective ω) (ht : Function.Injective t) (g : Fin n → ℂ) :
    ∃! A : Fin n → ℂ, ∀ i, greens β ω A (t i) = g i := by
  let K : Matrix (Fin n) (Fin n) ℝ := Matrix.of fun i k => fermiKernel β (t i) (ω k)
  let M : Matrix (Fin n) (Fin n) ℂ := Complex.ofRealHom.mapMatrix K
  have hdet : M.det = (K.det : ℂ) := (RingHom.map_det Complex.ofRealHom K).symm
  have hu : IsUnit M.det := by
    rw [hdet]
    exact isUnit_iff_ne_zero.2 (Complex.ofReal_ne_zero.2 (fermiKernel_det_ne_zero β hω ht))
  -- sampling the Green's function is multiplication by `-M`
  have key : ∀ (A : Fin n → ℂ) (i : Fin n), greens β ω A (t i) = -(M *ᵥ A) i := fun A i =>
    congrArg Neg.neg (Finset.sum_congr rfl fun k _ => mul_comm _ _)
  refine ⟨M⁻¹ *ᵥ (-g), fun i => ?_, fun B hB => ?_⟩
  · rw [key, Matrix.mulVec_mulVec, Matrix.mul_nonsing_inv _ hu, Matrix.one_mulVec,
      Pi.neg_apply, neg_neg]
  · have hMB : M *ᵥ B = -g := by
      funext i
      rw [Pi.neg_apply, ← hB i, key, neg_neg]
    rw [← hMB, Matrix.mulVec_mulVec, Matrix.nonsing_inv_mul _ hu, Matrix.one_mulVec]

end

end DiscreteLehmann
```

The symbol `∃!` means "there is exactly one". For any complex data $g_i$ there is exactly one list of residues $A$ with $G(t_i)=g_i$ for all $i$.

Let $M$ be the matrix $K$ regarded as complex. Its determinant is that of $K$, hence nonzero, and $M$ is invertible (`hu`). Sampling the Green's function is a matrix product, $G(t_i)=-(MA)_i$ (`key`), so the conditions read $MA=-g$. The choice $A=-M^{-1}g$ satisfies them. If $B$ satisfies them too, then $MB=-g$, and multiplying by $M^{-1}$ gives $B=-M^{-1}g$. The two bulleted blocks at the end are these two arguments, in this order.

In simulation practice, this means that noise-free data at $n$ distinct times in $0<\tau<\beta$ can be converted to residues by a linear solve when the $n$ distinct real poles are fixed beforehand. Finding unknown poles from the data is a different problem. So is the central task of the discrete Lehmann representation: choosing a few poles and times that represent, to a given accuracy, all Green's functions whose spectral weight lies within a frequency cutoff. Even though $M$ is invertible, it may be ill-conditioned, and noise in $g$ can then be strongly amplified in $A$.

```lean
#print axioms DiscreteLehmann.exists_prescribed_zeros
#print axioms DiscreteLehmann.discrete_lehmann_interpolation
```

```
'DiscreteLehmann.exists_prescribed_zeros' depends on axioms: [propext, Classical.choice, Quot.sound]
'DiscreteLehmann.discrete_lehmann_interpolation' depends on axioms: [propext, Classical.choice, Quot.sound]
```
